# A two-bond gap above 1/2 bounds the nonzero energies of a projector ring

Diagonalising rings of six, eight and ten bonds gives the gaps of those rings only, and the gap may still close on longer ones. For a Hamiltonian that is a sum of projectors commuting unless adjacent, the two-bond case of Knabe's criterion can close this hole, provided each ring has a zero-energy state and the same $\varepsilon$ below serves for every length. If every pair of neighbouring bonds has its nonzero energies at or above $\varepsilon$, every nonzero energy of the ring is at least $2\varepsilon-1$, whatever its length $N\ge 3$. The bound is informative when $\varepsilon>1/2$.

## The ring and its bond terms

```lean
import Mathlib

open Matrix
open scoped ComplexOrder

namespace KnabeCriterion

noncomputable section

variable {N : ℕ} [NeZero N] {m : Type*} [Fintype m] [DecidableEq m]
```

`N` is the number of bonds, and `m` labels a finite basis of the whole Hilbert space. No tensor-product structure is assumed. With `ComplexOrder`, $0\le z$ for a complex number means that $z$ is real and nonnegative.

```lean
/-- Bond terms on a ring: orthogonal projectors that commute unless they are adjacent. -/
structure IsProjectorRing (h : ZMod N → Matrix m m ℂ) : Prop where
  herm : ∀ j, (h j).IsHermitian
  idem : ∀ j, h j * h j = h j
  comm : ∀ i j, j ≠ i + 1 → i ≠ j + 1 → h i * h j = h j * h i
```

The bond terms $h_j$ are complex matrices indexed by `ZMod N`, the integers modulo $N$, so the ring closes by itself. The three fields say $h_j^\dagger=h_j$, $h_j^2=h_j$, and $h_ih_j=h_jh_i$ unless $i$ and $j$ are neighbours. In a spin chain with nearest-neighbour terms, the last condition holds because distant bonds share no site.

```lean
/-- The two-bond Hamiltonians `A = h j + h (j+1)` all satisfy `A² ≥ ε A`. -/
def LocalGap (h : ZMod N → Matrix m m ℂ) (ε : ℝ) : Prop :=
  ∀ j, ((h j + h (j + 1)) ^ 2 - ε • (h j + h (j + 1))).PosSemidef
```

With $A_j=h_j+h_{j+1}$, the condition is $A_j^2-\varepsilon A_j\ge 0$, where $\ge 0$ means positive semidefinite. Since $A_j\ge 0$, this says that each nonzero eigenvalue of $A_j$ is at least $\varepsilon$. The number $\varepsilon$ is thus a lower bound on the nonzero energies of two neighbouring bonds, in units of the strength of one bond term. It is a hypothesis here; for a given model it can be found by diagonalising the $A_j$.

```lean
/-- The Hamiltonian of the ring, the sum of all bond terms. -/
def hamiltonian (h : ZMod N → Matrix m m ℂ) : Matrix m m ℂ := ∑ j, h j
```

This is $H=\sum_j h_j$.

```lean
/-- The sum of the products of bond terms that are neither equal nor adjacent. -/
def distantPart (h : ZMod N → Matrix m m ℂ) : Matrix m m ℂ :=
  ∑ i, ∑ j, if j ≠ i ∧ j ≠ i + 1 ∧ j ≠ i - 1 then h i * h j else 0
```

This is $D=\sum_i\sum_j h_ih_j$, restricted to $j\ne i,\,i+1,\,i-1$. On three bonds it is zero.

## From two bonds to the whole ring

```lean
/-- A finite sum splits into three chosen distinct terms and the rest. -/
lemma sum_split {ι M : Type*} [Fintype ι] [DecidableEq ι] [AddCommMonoid M] (f : ι → M)
    {a b c : ι} (hab : a ≠ b) (hac : a ≠ c) (hbc : b ≠ c) :
    ∑ j, f j = f a + f b + f c + ∑ j, if j ≠ a ∧ j ≠ b ∧ j ≠ c then f j else 0 := by
  have key : ∀ j, f j = (if j = a then f j else 0) + (if j = b then f j else 0)
      + (if j = c then f j else 0) + (if j ≠ a ∧ j ≠ b ∧ j ≠ c then f j else 0) := by
    intro j
    by_cases ha : j = a <;> by_cases hb : j = b <;> by_cases hc : j = c <;> simp_all
  exact (Finset.sum_congr rfl fun j _ => key j).trans (by simp [Finset.sum_add_distrib])
```

A finite sum equals three chosen distinct terms plus the rest. The proof checks, for each index, which of the three it equals, if any.

```lean
/-- On a ring of at least three bonds, `H² - (2ε-1)H` is the sum of the two-bond expressions
`A² - εA` and the products of distant bond terms. -/
theorem square_decomposition (hN : 3 ≤ N) {h : ZMod N → Matrix m m ℂ}
    (hp : IsProjectorRing h) (ε : ℝ) :
    hamiltonian h ^ 2 - (2 * ε - 1) • hamiltonian h =
      ∑ j, ((h j + h (j + 1)) ^ 2 - ε • (h j + h (j + 1))) + distantPart h := by
  have h2 : (2 : ZMod N) ≠ 0 := by
    intro h0
    have hd := (CharP.cast_eq_zero_iff (ZMod N) N 2).1 (by exact_mod_cast h0)
    exact absurd (Nat.le_of_dvd (by norm_num) hd) (by omega)
  have h1 : (1 : ZMod N) ≠ 0 := fun h0 => h2 (by linear_combination 2 * h0)
  -- split every row of the double sum into equal, adjacent and distant terms
  have hsq : hamiltonian h ^ 2 = ∑ i, (h i + h i * h (i + 1) + h i * h (i - 1)
      + ∑ j, if j ≠ i ∧ j ≠ i + 1 ∧ j ≠ i - 1 then h i * h j else 0) := by
    rw [sq, hamiltonian, Finset.sum_mul_sum]
    refine Finset.sum_congr rfl fun i _ => ?_
    have e := sum_split (fun j => h i * h j) (a := i) (b := i + 1) (c := i - 1)
      (fun e => h1 (by linear_combination -e)) (fun e => h1 (by linear_combination e))
      (fun e => h2 (by linear_combination e))
    simpa only [hp.idem] using e
  -- translations around the ring
  have hs : ∑ i, h (i + 1) = ∑ i, h i :=
    Fintype.sum_equiv (Equiv.addRight (1 : ZMod N)) _ _ (fun i => by simp)
  have ht : ∑ i, h i * h (i - 1) = ∑ i, h (i + 1) * h i :=
    Fintype.sum_equiv (Equiv.subRight (1 : ZMod N)) _ _ (fun i => by simp)
  have hpair : ∀ j, (h j + h (j + 1)) ^ 2 - ε • (h j + h (j + 1)) =
      h j + h (j + 1) + h j * h (j + 1) + h (j + 1) * h j - (ε • h j + ε • h (j + 1)) := by
    intro j
    rw [sq, add_mul, mul_add, mul_add, hp.idem, hp.idem, smul_add]
    abel
  rw [hsq, Finset.sum_congr rfl fun j _ => hpair j, hamiltonian, distantPart]
  simp only [Finset.sum_add_distrib, Finset.sum_sub_distrib, ← Finset.smul_sum, hs, ht]
  module
```

The theorem is the identity
$$H^2-(2\varepsilon-1)H=\sum_j\left(A_j^2-\varepsilon A_j\right)+D .$$

By hand, split each row of the double sum $H^2=\sum_{i,j}h_ih_j$. The term $j=i$ gives $h_i^2=h_i$, so
$$H^2=H+\sum_i\left(h_ih_{i+1}+h_ih_{i-1}\right)+D .$$
Shifting the index turns $\sum_i h_ih_{i-1}$ into $\sum_i h_{i+1}h_i$. Write $X=\sum_i(h_ih_{i+1}+h_{i+1}h_i)$, so that $H^2=H+X+D$. Expanding the two-bond expressions gives
$$\sum_j\left(A_j^2-\varepsilon A_j\right)=2H+X-2\varepsilon H ,$$
because each bond belongs to two pairs. Adding $D$ gives $H^2+H-2\varepsilon H$, which is the left side.

In the proof, `h1` and `h2` use $N\ge3$ to show that $1\ne0$ and $2\ne0$ modulo $N$, which makes $i$, $i+1$ and $i-1$ distinct. Then `hsq` is the row splitting, `hs` and `ht` are the shifts, `hpair` is the expansion, and `module` collects the terms.

```lean
omit [DecidableEq m] in
/-- The products of distant bond terms add up to a positive semidefinite matrix. -/
theorem distantPart_posSemidef {h : ZMod N → Matrix m m ℂ} (hp : IsProjectorRing h) :
    (distantPart h).PosSemidef := by
  refine Finset.sum_induction _ _ (fun _ _ a b => a.add b) Matrix.PosSemidef.zero fun i _ => ?_
  refine Finset.sum_induction _ _ (fun _ _ a b => a.add b) Matrix.PosSemidef.zero fun j _ => ?_
  split_ifs with hij
  · have hc := hp.comm i j hij.2.1 (fun e => hij.2.2 (eq_sub_of_add_eq e.symm))
    -- a product of commuting projectors is its own Gram matrix
    have e : (h i * h j)ᴴ * (h i * h j) = h i * h j := by
      rw [Matrix.conjTranspose_mul, (hp.herm i).eq, (hp.herm j).eq, ← hc, mul_assoc,
        ← mul_assoc (h j), ← hc, mul_assoc (h i), hp.idem, ← mul_assoc, hp.idem]
    exact e ▸ Matrix.posSemidef_conjTranspose_mul_self (h i * h j)
  · exact Matrix.PosSemidef.zero
```

For distant bonds put $P=h_ih_j$. The factors commute, so
$$P^\dagger P=h_jh_ih_ih_j=h_jh_ih_j=h_ih_jh_j=P .$$
Hence $\langle v,Pv\rangle=\|Pv\|^2\ge0$ for every $v$. `Finset.sum_induction` carries positivity from the terms to the sum.

```lean
/-- The two-bond case of Knabe's operator inequality: if `A² ≥ εA` for every pair of neighbouring
bonds, then `H² ≥ (2ε-1)H` on a ring of at least three bonds. -/
theorem knabe_inequality (hN : 3 ≤ N) {h : ZMod N → Matrix m m ℂ} {ε : ℝ}
    (hp : IsProjectorRing h) (hg : LocalGap h ε) :
    (hamiltonian h ^ 2 - (2 * ε - 1) • hamiltonian h).PosSemidef := by
  rw [square_decomposition hN hp ε]
  exact (Finset.sum_induction _ _ (fun _ _ a b => a.add b) Matrix.PosSemidef.zero
    fun j _ => hg j).add (distantPart_posSemidef hp)
```

Both parts of the identity are now positive semidefinite, so $H^2\ge(2\varepsilon-1)H$.

## The lowest nonzero energy

```lean
omit [DecidableEq m] in
/-- If the overlap of a nonzero state `v` with `c v` is nonnegative, the real number `c` is
nonnegative. -/
lemma nonneg_of_expectation {v : m → ℂ} (hv : v ≠ 0) {c : ℝ}
    (h : 0 ≤ star v ⬝ᵥ ((c : ℂ) • v)) : 0 ≤ c := by
  have hn : 0 < star v ⬝ᵥ v := lt_of_le_of_ne (dotProduct_star_self_nonneg v)
    (Ne.symm (mt dotProduct_star_self_eq_zero.1 hv))
  have hr := (Complex.lt_def.1 hn).1
  rw [dotProduct_smul, smul_eq_mul] at h
  have h' := (Complex.le_def.1 h).1
  rw [Complex.re_ofReal_mul] at h'
  simp only [Complex.zero_re] at hr h'
  by_contra hc
  have := mul_neg_of_neg_of_pos (not_le.1 hc) hr
  linarith
```

If $v\neq0$ and $c\,\langle v,v\rangle\ge0$ with $c$ real, then $c\ge0$, since $\langle v,v\rangle>0$. In Lean, `star v ⬝ᵥ w` is the inner product $\langle v,w\rangle$.

```lean
/-- The two-bond case of Knabe's gap criterion: if `A² ≥ εA` for every pair of neighbouring bonds,
every nonzero eigenvalue of the Hamiltonian of a ring of at least three bonds is at least `2ε-1`. -/
theorem knabe_gap (hN : 3 ≤ N) {h : ZMod N → Matrix m m ℂ} {ε E : ℝ}
    (hp : IsProjectorRing h) (hg : LocalGap h ε) {v : m → ℂ} (hv : v ≠ 0)
    (hE : hamiltonian h *ᵥ v = (E : ℂ) • v) (hE0 : E ≠ 0) : 2 * ε - 1 ≤ E := by
  have hH : (hamiltonian h).PosSemidef := by
    refine Finset.sum_induction _ _ (fun _ _ a b => a.add b) Matrix.PosSemidef.zero fun j _ => ?_
    have e : (h j)ᴴ * h j = h j := by rw [(hp.herm j).eq, hp.idem]
    exact e ▸ Matrix.posSemidef_conjTranspose_mul_self (h j)
  have h0 := hH.dotProduct_mulVec_nonneg v
  rw [hE] at h0
  have hpos : 0 < E := lt_of_le_of_ne (nonneg_of_expectation hv h0) (Ne.symm hE0)
  -- the operator inequality evaluated in the eigenvector
  have h1 := (knabe_inequality hN hp hg).dotProduct_mulVec_nonneg v
  have e : (hamiltonian h ^ 2 - (2 * ε - 1) • hamiltonian h) *ᵥ v
      = ((E * (E - (2 * ε - 1)) : ℝ) : ℂ) • v := by
    rw [Matrix.sub_mulVec, sq, ← Matrix.mulVec_mulVec, Matrix.smul_mulVec, hE,
      Matrix.mulVec_smul, hE]
    ext a
    simp only [Pi.sub_apply, Pi.smul_apply, smul_eq_mul, Complex.real_smul]
    push_cast
    ring
  rw [e] at h1
  have h2 := nonneg_of_expectation hv h1
  by_contra hc
  have := mul_neg_of_pos_of_neg hpos (sub_neg.2 (not_le.1 hc))
  linarith
```

Let $Hv=Ev$ with $v\ne0$ and $E\neq0$. Taking $E$ real loses nothing, because $H$ is Hermitian. Each $h_j=h_j^\dagger h_j$ is positive semidefinite, hence so is $H$, and $E>0$. The operator inequality in the state $v$ gives
$$E\,\bigl(E-(2\varepsilon-1)\bigr)\langle v,v\rangle\ge0 ,$$
and dividing by the positive factors leaves $E\ge2\varepsilon-1$. The proof follows these steps, with `e` computing the action on $v$.

The theorem does not say that a zero-energy state exists. If one does, $2\varepsilon-1$ is a lower bound on the gap above the ground-state energy; otherwise it bounds the ground-state energy itself.

```lean
omit [DecidableEq m] in
/-- The Hamiltonian annihilates a state exactly when every bond term annihilates it. -/
theorem zero_energy_iff {h : ZMod N → Matrix m m ℂ} (hp : IsProjectorRing h) (v : m → ℂ) :
    hamiltonian h *ᵥ v = 0 ↔ ∀ j, h j *ᵥ v = 0 := by
  have hsum : hamiltonian h *ᵥ v = ∑ j, h j *ᵥ v := by
    ext a
    simp only [hamiltonian, Matrix.mulVec, dotProduct, Matrix.sum_apply, Finset.sum_apply,
      Finset.sum_mul]
    exact Finset.sum_comm
  refine ⟨fun h0 j => ?_, fun h0 => by rw [hsum]; simp [h0]⟩
  -- the energy is a sum of squared norms
  have e : ∀ j, star v ⬝ᵥ (h j *ᵥ v) = star (h j *ᵥ v) ⬝ᵥ (h j *ᵥ v) := by
    intro j
    rw [Matrix.star_mulVec, (hp.herm j).eq, ← Matrix.dotProduct_mulVec, Matrix.mulVec_mulVec,
      hp.idem]
  have hz : ∑ j, star (h j *ᵥ v) ⬝ᵥ (h j *ᵥ v) = 0 := by
    rw [← Finset.sum_congr rfl fun j _ => e j, ← dotProduct_sum, ← hsum, h0, dotProduct_zero]
  exact dotProduct_star_self_eq_zero.1 ((Finset.sum_eq_zero_iff_of_nonneg
    fun j _ => dotProduct_star_self_nonneg _).1 hz j (Finset.mem_univ j))
```

Zero-energy states are exactly those annihilated by every bond term. If $Hv=0$, then
$$0=\langle v,Hv\rangle=\sum_j\langle v,h_jv\rangle=\sum_j\|h_jv\|^2 ,$$
so every $h_jv$ vanishes. The converse is immediate.

## Two small rings with numbers

```lean
/-- Four bonds carrying alternately two projectors onto non-orthogonal directions. -/
def alternating (j : ZMod 4) : Matrix (Fin 2) (Fin 2) ℂ :=
  if j = 0 ∨ j = 2 then !![1, 0; 0, 0] else !![25/169, 60/169; 60/169, 144/169]
```

The even bonds project onto $(1,0)$, the odd ones onto the normalised vector $(5,12)/13$. All four act on the same two-dimensional space, so this is a matrix example of the hypotheses and not a spin chain. The same holds for the three-dimensional example below.

```lean
/-- The alternating four-bond ring meets all hypotheses with `ε = 8/13`, and its adjacent terms
`0` and `1` do not commute. -/
theorem alternating_witness : IsProjectorRing alternating ∧ LocalGap alternating (8/13) ∧
    alternating 0 * alternating 1 ≠ alternating 1 * alternating 0 := by
  have hc : ∀ j : ZMod 4, j = 0 ∨ j = 1 ∨ j = 2 ∨ j = 3 := by decide
  have w0 : alternating 0 = !![1, 0; 0, 0] := by simp [alternating]
  have w2 : alternating 2 = !![1, 0; 0, 0] := by simp [alternating]
  have w1 : alternating 1 = !![25/169, 60/169; 60/169, 144/169] := by
    rw [alternating, if_neg (show ¬((1 : ZMod 4) = 0 ∨ (1 : ZMod 4) = 2) by decide)]
  have w3 : alternating 3 = !![25/169, 60/169; 60/169, 144/169] := by
    rw [alternating, if_neg (show ¬((3 : ZMod 4) = 0 ∨ (3 : ZMod 4) = 2) by decide)]
  refine ⟨⟨fun j => ?_, fun j => ?_, fun i j a b => ?_⟩, fun j => ?_, fun h => ?_⟩
  · rcases hc j with rfl | rfl | rfl | rfl <;> simp only [w0, w1, w2, w3] <;> ext a b <;>
      fin_cases a <;> fin_cases b <;> norm_num [Matrix.conjTranspose_apply]
  · rcases hc j with rfl | rfl | rfl | rfl <;> simp only [w0, w1, w2, w3] <;> ext a b <;>
      fin_cases a <;> fin_cases b <;> norm_num [Matrix.mul_apply, Fin.sum_univ_succ]
  · rcases hc i with rfl | rfl | rfl | rfl <;> rcases hc j with rfl | rfl | rfl | rfl <;>
      first
        | exact absurd (by decide) a
        | exact absurd (by decide) b
        | simp only [w0, w1, w2, w3]
  · have e : alternating j + alternating (j + 1) = !![194/169, 60/169; 60/169, 144/169] := by
      rcases hc j with rfl | rfl | rfl | rfl
      · rw [show (0 : ZMod 4) + 1 = 1 by decide, w0, w1]
        ext a b; fin_cases a <;> fin_cases b <;> norm_num
      · rw [show (1 : ZMod 4) + 1 = 2 by decide, w1, w2]
        ext a b; fin_cases a <;> fin_cases b <;> norm_num
      · rw [show (2 : ZMod 4) + 1 = 3 by decide, w2, w3]
        ext a b; fin_cases a <;> fin_cases b <;> norm_num
      · rw [show (3 : ZMod 4) + 1 = 0 by decide, w3, w0]
        ext a b; fin_cases a <;> fin_cases b <;> norm_num
    rw [e, sq]
    have hB : (!![144/169, 96/169; 18/169, 12/169] : Matrix (Fin 2) (Fin 2) ℂ)ᴴ
        = !![144/169, 18/169; 96/169, 12/169] := by
      ext a b
      fin_cases a <;> fin_cases b <;> norm_num [Matrix.conjTranspose_apply]
    -- the two-bond expression is a Gram matrix
    convert Matrix.posSemidef_conjTranspose_mul_self
      (!![144/169, 96/169; 18/169, 12/169] : Matrix (Fin 2) (Fin 2) ℂ) using 1
    rw [hB]
    ext a b
    fin_cases a <;> fin_cases b <;>
      norm_num [Matrix.mul_apply, Fin.sum_univ_succ, Complex.real_smul]
  · rw [w0, w1] at h
    have := congrFun (congrFun h 0) 1
    norm_num [Matrix.mul_apply, Fin.sum_univ_succ] at this
```

The overlap of the two directions is $5/13$, so $A_j$ has eigenvalues $1\pm5/13$, and the smaller is $\varepsilon=8/13$. Lean checks $h_j^\dagger=h_j$ and $h_j^2=h_j$ entry by entry. Bonds that are not adjacent carry equal matrices, so they commute. The expression $A_j^2-\varepsilon A_j$ is written as $B^\dagger B$ with an explicit $B$. The last clause shows that the hypotheses allow non-commuting neighbours.

```lean
/-- Three bonds carrying the projectors onto `(5,-1,-1)`, `(-1,5,-1)` and `(-1,-1,5)`. -/
def triangle (j : ZMod 3) : Matrix (Fin 3) (Fin 3) ℂ :=
  if j = 0 then !![25/27, -5/27, -5/27; -5/27, 1/27, 1/27; -5/27, 1/27, 1/27]
  else if j = 1 then !![1/27, -5/27, 1/27; -5/27, 25/27, -5/27; 1/27, -5/27, 1/27]
  else !![1/27, 1/27, -5/27; 1/27, 1/27, -5/27; -5/27, -5/27, 25/27]
```

The normalised directions are $(5,-1,-1)/\sqrt{27}$ and its cyclic permutations.

```lean
/-- The bound is attained on three bonds: the triangle meets the hypotheses with `ε = 2/3` and
the uniform vector has energy `2ε-1`. -/
theorem triangle_sharp : IsProjectorRing triangle ∧ LocalGap triangle (2/3) ∧
    hamiltonian triangle *ᵥ ![1, 1, 1] = ((2 * (2/3) - 1 : ℝ) : ℂ) • ![1, 1, 1] := by
  have hc : ∀ j : ZMod 3, j = 0 ∨ j = 1 ∨ j = 2 := by decide
  have w0 : triangle 0 = !![25/27, -5/27, -5/27; -5/27, 1/27, 1/27; -5/27, 1/27, 1/27] := by
    rw [triangle, if_pos rfl]
  have w1 : triangle 1 = !![1/27, -5/27, 1/27; -5/27, 25/27, -5/27; 1/27, -5/27, 1/27] := by
    rw [triangle, if_neg (show ¬(1 : ZMod 3) = 0 by decide), if_pos rfl]
  have w2 : triangle 2 = !![1/27, 1/27, -5/27; 1/27, 1/27, -5/27; -5/27, -5/27, 25/27] := by
    rw [triangle, if_neg (show ¬(2 : ZMod 3) = 0 by decide),
      if_neg (show ¬(2 : ZMod 3) = 1 by decide)]
  refine ⟨⟨fun j => ?_, fun j => ?_, fun i j a b => ?_⟩, fun j => ?_, ?_⟩
  · rcases hc j with rfl | rfl | rfl <;> simp only [w0, w1, w2] <;> ext a b <;>
      fin_cases a <;> fin_cases b <;> norm_num [Matrix.conjTranspose_apply]
  · rcases hc j with rfl | rfl | rfl <;> simp only [w0, w1, w2] <;> ext a b <;>
      fin_cases a <;> fin_cases b <;> norm_num [Matrix.mul_apply, Fin.sum_univ_succ]
  · have e : ∀ i j : ZMod 3, j ≠ i + 1 → i ≠ j + 1 → i = j := by decide
    rw [e i j a b]
  · rcases hc j with rfl | rfl | rfl
    · rw [show (0 : ZMod 3) + 1 = 1 by decide, w0, w1, sq]
      convert Matrix.posSemidef_conjTranspose_mul_self
        (!![2/3, -2/3, 0] : Matrix (Fin 1) (Fin 3) ℂ) using 1
      ext a b
      fin_cases a <;> fin_cases b <;> norm_num [Matrix.mul_apply, Fin.sum_univ_succ,
        Matrix.conjTranspose_apply, Complex.real_smul]
    · rw [show (1 : ZMod 3) + 1 = 2 by decide, w1, w2, sq]
      convert Matrix.posSemidef_conjTranspose_mul_self
        (!![0, 2/3, -2/3] : Matrix (Fin 1) (Fin 3) ℂ) using 1
      ext a b
      fin_cases a <;> fin_cases b <;> norm_num [Matrix.mul_apply, Fin.sum_univ_succ,
        Matrix.conjTranspose_apply, Complex.real_smul]
    · rw [show (2 : ZMod 3) + 1 = 0 by decide, w2, w0, sq]
      convert Matrix.posSemidef_conjTranspose_mul_self
        (!![2/3, 0, -2/3] : Matrix (Fin 1) (Fin 3) ℂ) using 1
      ext a b
      fin_cases a <;> fin_cases b <;> norm_num [Matrix.mul_apply, Fin.sum_univ_succ,
        Matrix.conjTranspose_apply, Complex.real_smul]
  · have hu : (Finset.univ : Finset (ZMod 3)) = {0, 1, 2} := by decide
    rw [hamiltonian, hu, Finset.sum_insert (by decide), Finset.sum_insert (by decide),
      Finset.sum_singleton, w0, w1, w2]
    ext a
    fin_cases a <;> norm_num [Matrix.mulVec, dotProduct, Fin.sum_univ_succ]

end

end KnabeCriterion
```

Two of these directions overlap by $(-5-5+1)/27=-1/3$, so $A_j$ has eigenvalues $0$, $2/3$ and $4/3$, and $\varepsilon=2/3$ is the smallest nonzero one. For $u=(1,1,1)$, which is $\sqrt3$ times a unit vector,
$$h_0u=\tfrac1{27}(15,-3,-3),\quad h_1u=\tfrac1{27}(-3,15,-3),\quad h_2u=\tfrac1{27}(-3,-3,15).$$
The sum is $Hu=\tfrac{9}{27}u=\tfrac13u$, exactly $2\varepsilon-1$. The bound is therefore attained at $N=3$. Here $H$ has diagonal entries $1$ and off-diagonal entries $-1/3$, so its other eigenvalue is $4/3$, and $1/3$ is the ground-state energy.

```lean
#print axioms KnabeCriterion.knabe_gap
-- 'KnabeCriterion.knabe_gap' depends on axioms: [propext, Classical.choice, Quot.sound]
#print axioms KnabeCriterion.zero_energy_iff
-- 'KnabeCriterion.zero_energy_iff' depends on axioms: [propext, Classical.choice, Quot.sound]
#print axioms KnabeCriterion.triangle_sharp
-- 'KnabeCriterion.triangle_sharp' depends on axioms: [propext, Classical.choice, Quot.sound]
```
